# 1,4-Divinylbenzene and 2-phenylbutadiene share a Hückel spectrum but not a carbon skeleton

The π carbons of each molecule are the vertices of a graph and the bonds between them its edges; five carbons are starred, \(s_0,\dots,s_4\), five are unstarred, \(u_0,\dots,u_4\), and every bond joins a starred to an unstarred carbon. The adjacency matrix \(A\) has entry 1 for each bonded pair and 0 elsewhere, and its characteristic polynomial is \(\chi_A(x)=\det(xI-A)\).

```lean
import Mathlib

open Matrix Polynomial

namespace IsospectralHuckelGraphs

noncomputable section

set_option maxRecDepth 8000
set_option maxHeartbeats 400000

/-- The alternant skeleton with `n` starred atoms (left) and `n` unstarred atoms (right),
where `(i, j) ∈ b` means that starred atom `i` is bonded to unstarred atom `j`. -/
def alternant {n : ℕ} (b : Finset (Fin n × Fin n)) : SimpleGraph (Fin n ⊕ Fin n) where
  Adj := fun
    | .inl i, .inr j => (i, j) ∈ b
    | .inr j, .inl i => (i, j) ∈ b
    | .inl _, .inl _ => False
    | .inr _, .inr _ => False
  symm := ⟨fun u v h => by cases u <;> cases v <;> exact h⟩
  loopless := ⟨fun u h => by cases u <;> exact h⟩

instance {n : ℕ} (b : Finset (Fin n × Fin n)) : DecidableRel (alternant b).Adj
  | .inl i, .inr j => inferInstanceAs (Decidable ((i, j) ∈ b))
  | .inr j, .inl i => inferInstanceAs (Decidable ((i, j) ∈ b))
  | .inl _, .inl _ => inferInstanceAs (Decidable False)
  | .inr _, .inr _ => inferInstanceAs (Decidable False)

/-- The matrix of bonds between starred atoms (rows) and unstarred atoms (columns). -/
def bondMatrix {n : ℕ} (b : Finset (Fin n × Fin n)) : Matrix (Fin n) (Fin n) ℝ :=
  Matrix.of fun i j => if (i, j) ∈ b then 1 else 0

/-- Bonds of styrene (ring: starred and unstarred 0, 1, 2; vinyl: unstarred 3, starred 3) with a
second vinyl group (starred 4, unstarred 4), attached to unstarred atom `k` if `k ≠ 4` and left as a
separate fragment if `k = 4`. -/
abbrev bonds (k : Fin 5) : Finset (Fin 5 × Fin 5) :=
  {(0, 0), (0, 2), (0, 3), (1, 0), (1, 1), (2, 1), (2, 2), (3, 3), (4, 4), (4, k)}

/-- 1,4-Divinylbenzene: the second vinyl group sits on the ring, opposite the first. -/
abbrev divinylbenzene : SimpleGraph (Fin 5 ⊕ Fin 5) := alternant (bonds 1)

/-- 2-Phenylbutadiene: the second vinyl group sits on the inner carbon of the first. -/
abbrev phenylbutadiene : SimpleGraph (Fin 5 ⊕ Fin 5) := alternant (bonds 3)

/-- The Hückel Hamiltonian with Coulomb integral `α` and resonance integral `β`. -/
def huckel {V : Type*} [DecidableEq V] (α β : ℝ) (G : SimpleGraph V)
    [DecidableRel G.Adj] : Matrix V V ℝ :=
  α • 1 + β • G.adjMatrix ℝ

/-- The characteristic polynomial of an alternant skeleton with bond matrix `B` is that of
`B Bᵀ` with `x` replaced by `x²`. -/
theorem alternant_charpoly {n : ℕ} (b : Finset (Fin n × Fin n)) :
    ((alternant b).adjMatrix ℝ).charpoly =
      Polynomial.expand ℝ 2 (bondMatrix b * (bondMatrix b)ᵀ).charpoly := by
  let P : Matrix (Fin n) (Fin n) ℝ[X] := (bondMatrix b).map C
  let S : Matrix (Fin n) (Fin n) ℝ[X] := (X : ℝ[X]) • 1
  have a1 : ∀ i j, (alternant b).Adj (.inl i) (.inr j) ↔ (i, j) ∈ b := fun _ _ => Iff.rfl
  have a2 : ∀ i j, (alternant b).Adj (.inr j) (.inl i) ↔ (i, j) ∈ b := fun _ _ => Iff.rfl
  have a3 : ∀ i j, (alternant b).Adj (.inl i) (.inl j) ↔ False := fun _ _ => Iff.rfl
  have a4 : ∀ i j, (alternant b).Adj (.inr i) (.inr j) ↔ False := fun _ _ => Iff.rfl
  have h1 : charmatrix ((alternant b).adjMatrix ℝ) = fromBlocks S (-P) (-Pᵀ) S := by
    refine Matrix.ext fun i j => ?_
    rcases i with i | i <;> rcases j with j | j <;>
      simp [charmatrix_apply, S, P, bondMatrix, a1, a2, a3, a4, SimpleGraph.adjMatrix_apply,
        Matrix.one_apply, Matrix.diagonal_apply]
  have h2 : Polynomial.expand ℝ 2 (bondMatrix b * (bondMatrix b)ᵀ).charpoly =
      ((X ^ 2 : ℝ[X]) • (1 : Matrix (Fin n) (Fin n) ℝ[X]) - P * Pᵀ).det := by
    rw [Matrix.charpoly, AlgHom.map_det]
    congr 1
    refine Matrix.ext fun i j => ?_
    by_cases h : i = j <;> simp [h, P, Matrix.mul_apply]
  -- eliminate the lower left block
  have h3 : fromBlocks S (-P) (-Pᵀ) S * fromBlocks S 0 Pᵀ 1 =
      fromBlocks ((X ^ 2 : ℝ[X]) • (1 : Matrix (Fin n) (Fin n) ℝ[X]) - P * Pᵀ) (-P) 0 S := by
    simp [S, fromBlocks_multiply, smul_smul, sq, sub_eq_add_neg]
  have h4 := congrArg Matrix.det h3
  rw [Matrix.det_mul, det_fromBlocks_zero₁₂, det_fromBlocks_zero₂₁, Matrix.det_one,
    mul_one] at h4
  have hS : S.det ≠ 0 := by simp [S]
  rw [h2, Matrix.charpoly, h1]
  exact mul_right_cancel₀ hS h4

/-- Both attachment sites of the second vinyl group give the same characteristic polynomial. -/
theorem skeleton_charpoly {k : Fin 5} (hk : k = 1 ∨ k = 3) :
    ((alternant (bonds k)).adjMatrix ℝ).charpoly =
      X ^ 10 - 10 * X ^ 8 + 33 * X ^ 6 - 44 * X ^ 4 + 24 * X ^ 2 - 4 := by
  obtain ⟨p, q, hpq, hB⟩ : ∃ p q : ℝ, (p = 1 ∧ q = 0 ∨ p = 0 ∧ q = 1) ∧
      bondMatrix (bonds k) = !![1, 0, 1, 1, 0; 1, 1, 0, 0, 0; 0, 1, 1, 0, 0;
        0, 0, 0, 1, 0; 0, p, 0, q, 1] := by
    rcases hk with rfl | rfl
    · refine ⟨1, 0, by simp, ?_⟩
      ext i j
      fin_cases i <;> fin_cases j <;> simp [bondMatrix, bonds]
    · refine ⟨0, 1, by simp, ?_⟩
      ext i j
      fin_cases i <;> fin_cases j <;> simp [bondMatrix, bonds]
  have hG : charmatrix (bondMatrix (bonds k) * (bondMatrix (bonds k))ᵀ) =
      !![X - 3, -1, -1, -1, -C q; -1, X - 2, -1, 0, -C p; -1, -1, X - 2, 0, -C p;
        -1, 0, 0, X - 1, -C q; -C q, -C p, -C p, -C q, X - 2] := by
    rw [hB]
    refine Matrix.ext fun i j => ?_
    rw [charmatrix_apply, Matrix.mul_apply, Fin.sum_univ_five]
    simp only [Matrix.transpose_apply]
    rcases hpq with ⟨rfl, rfl⟩ | ⟨rfl, rfl⟩ <;> fin_cases i <;> fin_cases j <;>
      simp <;> norm_num
  have hD : (bondMatrix (bonds k) * (bondMatrix (bonds k))ᵀ).charpoly =
      X ^ 5 - 10 * X ^ 4 + 33 * X ^ 3 - 44 * X ^ 2 + 24 * X - 4 := by
    rw [Matrix.charpoly, hG]
    rcases hpq with ⟨rfl, rfl⟩ | ⟨rfl, rfl⟩ <;>
      simp [Matrix.det_succ_row_zero, Fin.sum_univ_succ, Fin.succAbove] <;> ring
  rw [alternant_charpoly, hD]
  simp only [map_add, map_sub, map_mul, map_pow, map_ofNat, Polynomial.expand_X]
  ring

/-- A skeleton is connected if a map that moves each atom to a bonded atom, or leaves it in
place, brings every atom to the same root after `k` steps. -/
theorem connected_of_parent {V : Type*} (G : SimpleGraph V) (r : V) (p : V → V) (k : ℕ)
    (h : ∀ v, p v = v ∨ G.Adj v (p v)) (hr : ∀ v, p^[k] v = r) : G.Connected := by
  have step : ∀ m v, G.Reachable v (p^[m] v) := by
    intro m
    induction m with
    | zero => intro v; exact SimpleGraph.Reachable.refl v
    | succ m ih =>
      intro v
      rw [Function.iterate_succ_apply]
      refine SimpleGraph.Reachable.trans ?_ (ih (p v))
      rcases h v with e | e
      · exact (congrArg (G.Reachable v) e).mpr (SimpleGraph.Reachable.refl v)
      · exact e.reachable
  have root : ∀ v, G.Reachable v r := fun v => hr v ▸ step k v
  exact { preconnected := fun u v => (root u).trans (root v).symm, nonempty := ⟨r⟩ }

/-- No isomorphism exists between the skeletons of 1,4-divinylbenzene and
2-phenylbutadiene. -/
theorem not_isomorphic : IsEmpty (divinylbenzene ≃g phenylbutadiene) := by
  -- in divinylbenzene no two carbons with three neighbours are bonded
  have key : ∀ u v, divinylbenzene.Adj u v → ∀ a, divinylbenzene.Adj u a → a ≠ v →
      ∀ b, divinylbenzene.Adj u b → b ≠ v → b ≠ a → ∀ c, divinylbenzene.Adj v c → c ≠ u →
      ∀ d, divinylbenzene.Adj v d → d ≠ u → d = c := by decide
  refine ⟨fun f => ?_⟩
  let g := f.symm
  have adj : ∀ u v, phenylbutadiene.Adj u v → divinylbenzene.Adj (g u) (g v) :=
    fun u v h => g.map_rel_iff.mpr h
  have ne : ∀ u v, u ≠ v → g u ≠ g v := fun u v h e => h (g.injective e)
  -- in phenylbutadiene starred 0 and unstarred 3 are such a pair
  exact ne (.inl 4) (.inl 3) (by decide)
    (key _ _ (adj (.inl 0) (.inr 3) (by decide))
      _ (adj (.inl 0) (.inr 0) (by decide)) (ne (.inr 0) (.inr 3) (by decide))
      _ (adj (.inl 0) (.inr 2) (by decide)) (ne (.inr 2) (.inr 3) (by decide))
      (ne (.inr 2) (.inr 0) (by decide))
      _ (adj (.inr 3) (.inl 3) (by decide)) (ne (.inl 3) (.inl 0) (by decide))
      _ (adj (.inr 3) (.inl 4) (by decide)) (ne (.inl 4) (.inl 0) (by decide)))

/-- The skeletons of 1,4-divinylbenzene and 2-phenylbutadiene are connected, not isomorphic,
and both have the stated characteristic polynomial. -/
theorem isospectral_pair :
    divinylbenzene.Connected ∧ phenylbutadiene.Connected ∧
    IsEmpty (divinylbenzene ≃g phenylbutadiene) ∧
    (divinylbenzene.adjMatrix ℝ).charpoly =
      X ^ 10 - 10 * X ^ 8 + 33 * X ^ 6 - 44 * X ^ 4 + 24 * X ^ 2 - 4 ∧
    (phenylbutadiene.adjMatrix ℝ).charpoly =
      X ^ 10 - 10 * X ^ 8 + 33 * X ^ 6 - 44 * X ^ 4 + 24 * X ^ 2 - 4 := by
  have conn : ∀ k : Fin 5, k = 1 ∨ k = 3 → (alternant (bonds k)).Connected := fun k hk =>
    connected_of_parent _ (.inl 0)
      (Sum.elim ![.inl 0, .inr 0, .inr 2, .inr 3, .inr k]
        ![.inl 0, .inl 1, .inl 0, .inl 0, .inl 4]) 5
      (by rcases hk with rfl | rfl <;> decide) (by rcases hk with rfl | rfl <;> decide)
  exact ⟨conn 1 (.inl rfl), conn 3 (.inr rfl), not_isomorphic,
    skeleton_charpoly (.inl rfl), skeleton_charpoly (.inr rfl)⟩

/-- It is false that connected skeletons on ten atoms with equal characteristic polynomials
are always isomorphic. -/
theorem spectrum_does_not_fix_skeleton :
    ¬ ∀ (G H : SimpleGraph (Fin 5 ⊕ Fin 5)) [DecidableRel G.Adj] [DecidableRel H.Adj],
      G.Connected → H.Connected →
      (G.adjMatrix ℝ).charpoly = (H.adjMatrix ℝ).charpoly → Nonempty (G ≃g H) := by
  intro h
  obtain ⟨h1, h2, h3, h4, h5⟩ := isospectral_pair
  obtain ⟨f⟩ := h divinylbenzene phenylbutadiene h1 h2 (h4.trans h5.symm)
  exact h3.false f

/-- For all `α` and `β` the Hückel Hamiltonians of the two molecules have the same
characteristic polynomial. -/
theorem huckel_isospectral (α β : ℝ) :
    (huckel α β divinylbenzene).charpoly = (huckel α β phenylbutadiene).charpoly := by
  apply Polynomial.funext
  intro E
  by_cases hβ : β = 0
  · simp [huckel, hβ]
  -- measure the energy from α in units of β
  have key : ∀ A : Matrix (Fin 5 ⊕ Fin 5) (Fin 5 ⊕ Fin 5) ℝ,
      (α • 1 + β • A).charpoly.eval E =
        β ^ Fintype.card (Fin 5 ⊕ Fin 5) * A.charpoly.eval ((E - α) / β) := by
    intro A
    rw [Matrix.eval_charpoly, Matrix.eval_charpoly, ← Matrix.det_smul]
    congr 1
    have hc : β * ((E - α) / β) = E - α := by field_simp
    refine Matrix.ext fun i j => ?_
    by_cases hij : i = j
    · subst hij
      simp only [Matrix.scalar_apply, Matrix.sub_apply, Matrix.add_apply, Matrix.smul_apply,
        Matrix.diagonal_apply_eq, Matrix.one_apply_eq, smul_eq_mul]
      linear_combination -hc
    · simp [hij]
  rw [huckel, huckel, key, key, skeleton_charpoly (.inl rfl), skeleton_charpoly (.inr rfl)]

end

end IsospectralHuckelGraphs
```

```lean
#print axioms IsospectralHuckelGraphs.spectrum_does_not_fix_skeleton
#print axioms IsospectralHuckelGraphs.huckel_isospectral
```

```
'IsospectralHuckelGraphs.spectrum_does_not_fix_skeleton' depends on axioms: [propext, Classical.choice, Quot.sound]
'IsospectralHuckelGraphs.huckel_isospectral' depends on axioms: [propext, Classical.choice, Quot.sound]
```

## Two carbon skeletons that differ in one bond

In Lean, `.inl i` is \(s_i\), `.inr j` is \(u_j\), and `alternant b` is the graph whose bonds are the pairs listed in `b`. For \(k\ne4\) the list `bonds k` contains the ring \(s_0u_0s_1u_1s_2u_2\), a vinyl group \(u_3s_3\) attached to \(s_0\), and a second vinyl group \(s_4u_4\) attached to \(u_k\). For \(k=1\) the second group sits opposite the first on the ring, which gives 1,4-divinylbenzene. For \(k=3\) it sits on the inner carbon of the first group, which gives 2-phenylbutadiene.

The theorem `isospectral_pair` says that both graphs are connected, that no isomorphism exists between them, and that both have

\[
\chi_A(x)=x^{10}-10x^8+33x^6-44x^4+24x^2-4 .
\]

Hence `spectrum_does_not_fix_skeleton`: among connected graphs on these ten vertices, equal characteristic polynomials do not imply isomorphism.

The matrix `huckel α β G` is \(H=\alpha I+\beta A\). The Coulomb integral \(\alpha\) is the energy of an electron confined to a single carbon p orbital of the molecule, and the resonance integral \(\beta\) is the coupling between bonded neighbours. The theorem `huckel_isospectral` gives equal characteristic polynomials for all real \(\alpha,\beta\). Within this non-interacting model with uniform parameters, a list of π orbital energies therefore cannot tell the two molecules apart. Bond alternation and electron repulsion are absent from the model.

## From ten atoms to a five-by-five matrix

Let \(B_{ij}=1\) if \(s_i\) is bonded to \(u_j\), and 0 otherwise. With \(n\) atoms of each kind,

\[
\begin{pmatrix} xI & -B\\ -B^T & xI\end{pmatrix}
\begin{pmatrix} xI & 0\\ B^T & I\end{pmatrix}
=\begin{pmatrix} x^2I-BB^T & -B\\ 0 & xI\end{pmatrix}.
\]

The first factor is \(xI-A\). Taking determinants gives \(\chi_A(x)\,x^n=\det(x^2I-BB^T)\,x^n\), and cancelling \(x^n\) as a nonzero polynomial leaves

\[
\chi_A(x)=\det(x^2I-BB^T).
\]

This is `alternant_charpoly`: `h1` writes out the blocks, `h3` is the product above, and `mul_right_cancel₀` cancels.

The proof turns on `Polynomial.expand ℝ 2`, the map that replaces \(X\) by \(X^2\) in a real polynomial. Mathlib defines it as an algebra homomorphism, so it respects sums and products and therefore determinants. In `h2`, `AlgHom.map_det` moves it inside the determinant, where it turns \(XI-BB^T\) into \(X^2I-BB^T\). In `skeleton_charpoly` the same property turns a quintic into the polynomial of degree ten.

## The two determinants

Set \(y=x^2\), and let \((p,q)=(1,0)\) for divinylbenzene and \((0,1)\) for phenylbutadiene. Then

\[
BB^T=\begin{pmatrix}3&1&1&1&q\\1&2&1&0&p\\1&1&2&0&p\\1&0&0&1&q\\q&p&p&q&2\end{pmatrix}.
\]

Let \(e_0,\dots,e_4\) be the standard basis vectors. In both cases \((e_1-e_2)/\sqrt2\) is an eigenvector with eigenvalue 1, which contributes a factor \(y-1\). The rest is a four-by-four block in the basis \(e_3,\ e_0,\ (e_1+e_2)/\sqrt2,\ e_4\).

For divinylbenzene the block is tridiagonal, with diagonal \(1,3,3,2\) and off-diagonal entries \(1,\sqrt2,\sqrt2\). The leading principal minors of \(yI\) minus this block are

\[
\begin{aligned}
f_1&=y-1,\\
f_2&=(y-3)f_1-1=y^2-4y+2,\\
f_3&=(y-3)f_2-2f_1=y^3-7y^2+12y-4,\\
f_4&=(y-2)f_3-2f_2=y^4-9y^3+24y^2-20y+4.
\end{aligned}
\]

For phenylbutadiene \(e_0,e_3,e_4\) are mutually coupled by 1, and \((e_1+e_2)/\sqrt2\) couples only to \(e_0\), by \(\sqrt2\). The three mutually coupled vectors give

\[
T=(y-3)(y-1)(y-2)-(y-3)-(y-1)-(y-2)-2=y^3-6y^2+8y-2,
\]

and the whole block gives

\[
(y-3)T-2\bigl[(y-1)(y-2)-1\bigr]=y^4-9y^3+24y^2-20y+4 .
\]

The quartics agree. Multiplication by \(y-1\) gives

\[
y^5-10y^4+33y^3-44y^2+24y-4,
\]

and \(y=x^2\) gives the stated polynomial. Lean reaches the same quintic without the change of basis: `hG` records the matrix \(yI-BB^T\), and `hD` expands its determinant along rows for each choice of \((p,q)\).

## Connected, yet not isomorphic

For connectedness, each atom other than \(s_0\) is sent to a bonded neighbour on a path to \(s_0\), and \(s_0\) stays in place. The longest path, in divinylbenzene, is \(u_4\to s_4\to u_1\to s_1\to u_0\to s_0\), so five steps suffice for every atom of either molecule. The lemma `connected_of_parent` turns such a map into connectedness by induction on the number of steps, and `decide` checks the map on all ten atoms.

In phenylbutadiene the carbons \(s_0\) and \(u_3\) are bonded and each has three neighbours. In divinylbenzene the only carbons with three neighbours are \(s_0\) and \(u_1\), which are not bonded. An isomorphism preserves bonds and numbers of neighbours, so none exists.

In `not_isomorphic`, `key` states the divinylbenzene half without counting: if \(u\) and \(v\) are bonded and \(u\) has two further neighbours, then any two further neighbours of \(v\) coincide. An isomorphism would carry the phenylbutadiene pair into divinylbenzene and force the images of \(s_3\) and \(s_4\) to be equal, against injectivity.

## Restoring α and β

If \(\beta=0\), both Hamiltonians are \(\alpha I\). If \(\beta\ne0\), then \(EI-H=\beta\left(\frac{E-\alpha}{\beta}I-A\right)\), and for ten atoms

\[
\det(EI-H)=\beta^{10}\,\chi_A\!\left(\frac{E-\alpha}{\beta}\right).
\]

The right-hand side is the same for both molecules. In `huckel_isospectral`, `key` is this identity, and `Polynomial.funext` passes from equality at every real \(E\) to equality of the polynomials.
